# A spin-1/2 dimer with H = J S₁·S₂ has singlet weight above one half exactly when βJ > ln 3

**Q:** Two magnetic ions, each carrying a spin 1/2, sit close together in a crystal and couple antiferromagnetically. When the crystal is cold, the pair is in its singlet; when it is hot, all four spin states are equally likely and the singlet has weight 1/4. I want to know where the singlet overtakes the three triplet states taken together. Before I trust a formal answer, how does it go by hand?

**A:** Take ħ = 1 and Boltzmann constant 1, let T be the temperature, and set β = 1/T. The Hamiltonian is H = J S₁·S₂, so J > 0 is the antiferromagnetic case. Let X exchange the two spins.

On a parallel state such as |↑↑⟩, the x and y terms of S₁·S₂ give +1/4 and −1/4 times the flipped state and cancel, while the z term gives 1/4. On |↑↓⟩, the x and y terms each give 1/4 |↓↑⟩, and the z term gives −1/4 |↑↓⟩. The other two states behave in the same way, so

S₁·S₂ = X/2 − 1/4.

Since X² = 1, the operators

Pₛ = (1 − X)/2 and Pₜ = (1 + X)/2

are projectors with PₛPₜ = 0 and Pₛ + Pₜ = 1. Exchange leaves two of the four product states unchanged, so tr X = 2, and the projectors have traces 1 and 3. They deserve the names singlet and triplet because

(S₁ + S₂)² = 3/4 + 3/4 + 2 S₁·S₂ = 1 + X = 2Pₜ,

which is S(S + 1) with S = 0 on the first and S = 1 on the second. Substituting X = Pₜ − Pₛ into H gives

H = −(3J/4) Pₛ + (J/4) Pₜ.

Powers of such a combination only raise the coefficients to that power, so the exponential series gives

exp(−βH) = exp(3βJ/4) Pₛ + exp(−βJ/4) Pₜ.

The trace is the partition function,

Z = exp(3βJ/4) + 3 exp(−βJ/4),

and the singlet weight is

w = exp(3βJ/4)/Z = 1/(1 + 3 exp(−βJ)).

Then w > 1/2 means 3 exp(−βJ) < 1, that is, exp(βJ) > 3, or βJ > ln 3. For T > 0 this reads T < J/ln 3.

**Q:** Give me numbers I can check.

**A:** Take βJ = ln 9. Then exp(3βJ/4) = 3√3 and 3 exp(−βJ/4) = √3, so Z = 4√3 ≈ 6.93 and w = 3/4. The temperature is J/ln 9 ≈ 0.455 J, below the threshold J/ln 3 ≈ 0.910 J. At the threshold itself w is exactly 1/2.

**Q:** My worry is that a formal version might simply put in two energy levels with degeneracies 1 and 3. Where are the spins?

**A:** They are in the definitions. An operator on the pair is a complex 4 by 4 matrix whose rows and columns are labelled by pairs of single-spin states, with 0 for up and 1 for down.

In Lean 4 with Mathlib:

```lean
import Mathlib

open Matrix
open scoped Kronecker

namespace HeisenbergDimer

noncomputable section

/-- Operators on the four-dimensional state space of two spins 1/2. -/
abbrev DimerOp := Matrix (Fin 2 × Fin 2) (Fin 2 × Fin 2) ℂ
```

The spin components are the usual matrices, half the Pauli matrices.

```lean
/-- The x component of a spin 1/2. -/
def Sx : Matrix (Fin 2) (Fin 2) ℂ := !![0, 1/2; 1/2, 0]

/-- The y component of a spin 1/2. -/
def Sy : Matrix (Fin 2) (Fin 2) ℂ := !![0, -Complex.I/2; Complex.I/2, 0]

/-- The z component of a spin 1/2. -/
def Sz : Matrix (Fin 2) (Fin 2) ℂ := !![1/2, 0; 0, -1/2]
```

The scalar product is a sum of Kronecker products, with the first factor acting on spin 1 and the second on spin 2. The coupling J is any real number, and its sign convention is the one above.

```lean
/-- The scalar product `S₁ · S₂` of the two spins. -/
def spinDot : DimerOp := Sx ⊗ₖ Sx + Sy ⊗ₖ Sy + Sz ⊗ₖ Sz

/-- The Heisenberg Hamiltonian `H = J S₁ · S₂`. -/
def hamiltonian (J : ℝ) : DimerOp := (J : ℂ) • spinDot
```

**Q:** And the word "singlet"? A projector can be called anything.

**A:** It is defined through exchange symmetry. The antisymmetric states are the multiples of (|↑↓⟩ − |↓↑⟩)/√2. The total spin is defined separately, so that the names can be tested against it.

```lean
/-- The operator that exchanges the states of the two spins. -/
def exchange : DimerOp := Matrix.of fun p q => if p = q.swap then 1 else 0

/-- The projector onto states antisymmetric under exchange. -/
def singletProj : DimerOp := (1/2 : ℂ) • (1 - exchange)

/-- The projector onto states symmetric under exchange. -/
def tripletProj : DimerOp := (1/2 : ℂ) • (1 + exchange)

/-- The sum of one and the same spin component over both sites. -/
def totalSpin (A : Matrix (Fin 2) (Fin 2) ℂ) : DimerOp := A ⊗ₖ 1 + 1 ⊗ₖ A

/-- The square of the total spin, `(S₁ + S₂)²`. -/
def totalSpinSq : DimerOp :=
  totalSpin Sx * totalSpin Sx + totalSpin Sy * totalSpin Sy + totalSpin Sz * totalSpin Sz
```

**Q:** Is the thermal state a real Gibbs state, or a list of Boltzmann factors?

**A:** `partitionFunction` is the trace of the matrix exponential of −βH, and `thermalAverage` is tr(A exp(−βH))/Z for any operator A. No energy level appears in either definition. Both take complex values, because the matrices are complex.

```lean
/-- The partition function `Z = tr exp(-βH)`. -/
def partitionFunction (β J : ℝ) : ℂ :=
  Matrix.trace (NormedSpace.exp ((-(β : ℂ)) • hamiltonian J))

/-- The canonical average `tr(A exp(-βH)) / Z` of an operator `A`. -/
def thermalAverage (β J : ℝ) (A : DimerOp) : ℂ :=
  Matrix.trace (A * NormedSpace.exp ((-(β : ℂ)) • hamiltonian J)) / partitionFunction β J
```

**Q:** Then the levels have to be derived. How does the proof begin?

**A:** With the exchange identity. `fin_cases` runs through the sixteen matrix entries. Most are plain arithmetic, and those containing the product of two y components use i² = −1.

```lean
/-- The scalar product of the two spins is half the exchange operator minus one quarter. -/
theorem spinDot_eq_exchange :
    spinDot = (1/2 : ℂ) • exchange - (1/4 : ℂ) • (1 : DimerOp) := by
  ext ⟨i, j⟩ ⟨k, l⟩
  fin_cases i <;> fin_cases j <;> fin_cases k <;> fin_cases l <;>
    simp [spinDot, exchange, Sx, Sy, Sz] <;>
    first
      | ring1
      | linear_combination (1/4 : ℂ) * Complex.I_sq
      | linear_combination (-1/4 : ℂ) * Complex.I_sq
```

Next comes the projector algebra. Inside it, `hX` is X² = 1 and `hT` is tr X = 2. Expanding the products and collecting terms with `module` gives the product rules and completeness, and the two traces follow from `hT` by linearity of the trace.

```lean
/-- The two projectors are idempotent, mutually orthogonal and complete, with traces 1 and 3. -/
theorem projector_algebra :
    singletProj * singletProj = singletProj ∧ tripletProj * tripletProj = tripletProj ∧
    singletProj * tripletProj = 0 ∧ tripletProj * singletProj = 0 ∧
    singletProj + tripletProj = 1 ∧
    Matrix.trace singletProj = 1 ∧ Matrix.trace tripletProj = 3 := by
  -- exchanging twice does nothing
  have hX : exchange * exchange = 1 := by
    ext p q
    simp only [exchange, Matrix.mul_apply, Matrix.of_apply, mul_ite, mul_one, mul_zero,
      Finset.sum_ite_eq', Finset.mem_univ, if_true, Prod.swap_swap, Matrix.one_apply]
  -- the exchange operator has trace 2
  have hT : Matrix.trace exchange = 2 := by
    simp only [exchange, Matrix.trace, Matrix.diag_apply, Matrix.of_apply,
      Fintype.sum_prod_type, Fin.sum_univ_two, Prod.swap_prod_mk, Prod.mk.injEq]
    norm_num
  refine ⟨?_, ?_, ?_, ?_, ?_, ?_, ?_⟩
  iterate 4
    · simp only [singletProj, tripletProj, Matrix.smul_mul, Matrix.mul_smul, sub_mul, mul_sub,
        add_mul, mul_add, one_mul, mul_one, hX]
      module
  · simp only [singletProj, tripletProj]
    module
  · norm_num [singletProj, Matrix.trace_smul, Matrix.trace_sub, Matrix.trace_one, hT]
  · norm_num [tripletProj, Matrix.trace_smul, Matrix.trace_add, Matrix.trace_one, hT]
```

**Q:** Now the test of the names.

**A:** Each spin component A satisfies A² = 1/4, so the square of A ⊗ 1 + 1 ⊗ A is 1/2 + 2 A ⊗ A; that is `hsq`. Adding the three components gives 3/2 + 2 S₁·S₂, which the exchange identity turns into twice the triplet projector.

```lean
/-- The square of the total spin is 0 on the range of the singlet projector and 2 on the range
of the triplet projector. -/
theorem totalSpinSq_projectors :
    totalSpinSq * singletProj = 0 ∧ totalSpinSq * tripletProj = (2 : ℂ) • tripletProj := by
  obtain ⟨-, ht, -, hts, -⟩ := projector_algebra
  have hsq : ∀ A : Matrix (Fin 2) (Fin 2) ℂ, A * A = (1/4 : ℂ) • 1 →
      totalSpin A * totalSpin A = (1/2 : ℂ) • (1 : DimerOp) + (2 : ℂ) • (A ⊗ₖ A) := by
    intro A hA
    simp only [totalSpin, add_mul, mul_add, ← Matrix.mul_kronecker_mul, one_mul, mul_one, hA,
      Matrix.smul_kronecker, Matrix.kronecker_smul, Matrix.one_kronecker_one]
    module
  have hx : Sx * Sx = (1/4 : ℂ) • 1 := by
    ext i j
    fin_cases i <;> fin_cases j <;> norm_num [Sx, Matrix.mul_apply, Fin.sum_univ_two]
  have hy : Sy * Sy = (1/4 : ℂ) • 1 := by
    ext i j
    fin_cases i <;> fin_cases j <;> simp [Sy, Matrix.mul_apply, Fin.sum_univ_two] <;>
      first
        | ring1
        | linear_combination (-1/4 : ℂ) * Complex.I_sq
  have hz : Sz * Sz = (1/4 : ℂ) • 1 := by
    ext i j
    fin_cases i <;> fin_cases j <;> norm_num [Sz, Matrix.mul_apply, Fin.sum_univ_two]
  -- the total spin squared is twice the triplet projector
  have h : totalSpinSq = (2 : ℂ) • tripletProj := by
    calc totalSpinSq = (3/2 : ℂ) • (1 : DimerOp) + (2 : ℂ) • spinDot := by
          rw [totalSpinSq, hsq _ hx, hsq _ hy, hsq _ hz, spinDot]
          module
      _ = (2 : ℂ) • tripletProj := by
          rw [spinDot_eq_exchange, tripletProj]
          module
  rw [h, Matrix.smul_mul, Matrix.smul_mul, hts, ht]
  exact ⟨smul_zero _, rfl⟩
```

The energies −3J/4 and J/4 follow from the same identity.

```lean
/-- The Hamiltonian has energy `-3J/4` on the singlet and `J/4` on the triplet. -/
theorem hamiltonian_spectral (J : ℝ) :
    hamiltonian J = (-(3 * (J : ℂ) / 4)) • singletProj + ((J : ℂ) / 4) • tripletProj := by
  rw [hamiltonian, spinDot_eq_exchange, singletProj, tripletProj]
  module
```

**Q:** Physicists exponentiate a diagonalised operator without a thought. What does the proof do?

**A:** It sums the series. `hpow` shows by induction that the k-th power has coefficients aᵏ and bᵏ; the case k = 0 is completeness of the projectors. `hsc` is the scalar exponential series, which is then summed once on each projector.

```lean
/-- The exponential of a combination of the two projectors is obtained by exponentiating
the coefficients. -/
theorem exp_projectors (a b : ℂ) :
    NormedSpace.exp (a • singletProj + b • tripletProj) =
      Complex.exp a • singletProj + Complex.exp b • tripletProj := by
  obtain ⟨hs, ht, hst, hts, hsum, -⟩ := projector_algebra
  -- powers act on the coefficients alone
  have hpow : ∀ k : ℕ, (a • singletProj + b • tripletProj) ^ k =
      a ^ k • singletProj + b ^ k • tripletProj := by
    intro k
    induction k with
    | zero => simp only [pow_zero, one_smul, hsum]
    | succ k ih =>
      rw [pow_succ, ih]
      simp only [add_mul, mul_add, Matrix.smul_mul, Matrix.mul_smul, hs, ht, hst, hts, smul_zero]
      module
  have hsc : ∀ z : ℂ,
      HasSum (fun k : ℕ => ((k.factorial : ℂ)⁻¹) * z ^ k) (Complex.exp z) := by
    intro z
    have h := (NormedSpace.expSeries_div_summable z).hasSum
    rw [Complex.exp_eq_exp_ℂ, NormedSpace.exp_eq_tsum_div]
    simpa only [div_eq_inv_mul] using h
  -- sum the exponential series on each projector
  rw [NormedSpace.exp_eq_tsum (𝕂 := ℂ)]
  simp only [hpow, smul_add, smul_smul]
  exact (((hsc a).smul_const singletProj).add ((hsc b).smul_const tripletProj)).tsum_eq
```

Inserting the energies times −β gives the Boltzmann operator, and the traces 1 and 3 turn it into Z.

```lean
/-- The Boltzmann operator `exp(-βH)` has weight `exp(3βJ/4)` on the singlet and
`exp(-βJ/4)` on the triplet. -/
theorem boltzmann_operator (β J : ℝ) :
    NormedSpace.exp ((-(β : ℂ)) • hamiltonian J) =
      (Real.exp (3 * β * J / 4) : ℂ) • singletProj +
        (Real.exp (-(β * J / 4)) : ℂ) • tripletProj := by
  have h : (-(β : ℂ)) • hamiltonian J =
      ((3 * β * J / 4 : ℝ) : ℂ) • singletProj + ((-(β * J / 4) : ℝ) : ℂ) • tripletProj := by
    rw [hamiltonian_spectral]
    push_cast
    module
  rw [h, exp_projectors, Complex.ofReal_exp, Complex.ofReal_exp]

/-- The partition function of the dimer is `Z = exp(3βJ/4) + 3 exp(-βJ/4)`. -/
theorem partitionFunction_eq (β J : ℝ) :
    partitionFunction β J =
      ((Real.exp (3 * β * J / 4) + 3 * Real.exp (-(β * J / 4)) : ℝ) : ℂ) := by
  obtain ⟨-, -, -, -, -, h1, h3⟩ := projector_algebra
  rw [partitionFunction, boltzmann_operator, Matrix.trace_add, Matrix.trace_smul,
    Matrix.trace_smul, h1, h3, smul_eq_mul, smul_eq_mul]
  push_cast
  ring
```

For the singlet weight, multiplying by the singlet projector removes the triplet term. `hF` then writes the triplet factor as the singlet factor times exp(−βJ), and the common factor cancels.

```lean
/-- The thermal weight of the singlet is `1 / (1 + 3 exp(-βJ))`. -/
theorem singlet_weight (β J : ℝ) :
    thermalAverage β J singletProj = ((1 / (1 + 3 * Real.exp (-(β * J))) : ℝ) : ℂ) := by
  obtain ⟨hs, -, hst, -, -, h1, -⟩ := projector_algebra
  have hn : Matrix.trace (singletProj * NormedSpace.exp ((-(β : ℂ)) • hamiltonian J)) =
      (Real.exp (3 * β * J / 4) : ℂ) := by
    rw [boltzmann_operator, mul_add, Matrix.mul_smul, Matrix.mul_smul, hs, hst, smul_zero,
      add_zero, Matrix.trace_smul, h1, smul_eq_mul, mul_one]
  -- the triplet factor is the singlet factor times exp(-βJ)
  have hF : Real.exp (-(β * J / 4)) = Real.exp (3 * β * J / 4) * Real.exp (-(β * J)) := by
    rw [← Real.exp_add]
    congr 1
    ring
  rw [thermalAverage, hn, partitionFunction_eq, ← Complex.ofReal_div]
  refine congrArg Complex.ofReal ?_
  rw [hF, div_eq_div_iff (by positivity) (by positivity)]
  ring
```

**Q:** The threshold statement takes a real part. Does that hide anything?

**A:** No. The preceding theorem says that the average equals a real number, so the `.re` only makes an inequality possible. The proof reduces the claim to the equivalence of 3 exp(−βJ) < 1 and 3 < exp(βJ). `hG` says that the two exponentials multiply to 1, and each direction multiplies an inequality by a positive exponential.

```lean
/-- The thermal weight of the singlet exceeds one half exactly when `βJ > ln 3`. -/
theorem singlet_dominates_iff (β J : ℝ) :
    1 / 2 < (thermalAverage β J singletProj).re ↔ Real.log 3 < β * J := by
  have hG : Real.exp (-(β * J)) * Real.exp (β * J) = 1 := by
    rw [← Real.exp_add, neg_add_cancel, Real.exp_zero]
  rw [singlet_weight, Complex.ofReal_re, div_lt_div_iff₀ (by norm_num) (by positivity),
    Real.log_lt_iff_lt_exp (by norm_num)]
  constructor
  · intro h
    nlinarith [Real.exp_pos (β * J)]
  · intro h
    nlinarith [Real.exp_pos (-(β * J))]
```

**Q:** You never assumed J > 0.

**A:** It isn't needed. For a ferromagnetic pair at positive temperature, βJ is negative, the singlet weight is below 1/4, and both sides of the equivalence are false. The one hypothesis in the final theorem is T > 0, which allows the inequality ln 3 < J/T to be multiplied by T.

```lean
/-- At temperature `T > 0`, in units with Boltzmann constant 1, the singlet weight exceeds
one half exactly when `T < J / ln 3`. -/
theorem singlet_dominates_iff_temperature (T J : ℝ) (hT : 0 < T) :
    1 / 2 < (thermalAverage (1 / T) J singletProj).re ↔ T < J / Real.log 3 := by
  have hlog : 0 < Real.log 3 := Real.log_pos (by norm_num)
  have hdiv : 1 / T * J = J / T := by ring
  rw [singlet_dominates_iff, hdiv, lt_div_iff₀ hT, lt_div_iff₀ hlog, mul_comm]

end

end HeisenbergDimer
```

```lean
#print axioms HeisenbergDimer.totalSpinSq_projectors
#print axioms HeisenbergDimer.singlet_dominates_iff_temperature
```

```
'HeisenbergDimer.totalSpinSq_projectors' depends on axioms: [propext, Classical.choice, Quot.sound]
'HeisenbergDimer.singlet_dominates_iff_temperature' depends on axioms: [propext, Classical.choice, Quot.sound]
```

**Q:** What goes wrong without T > 0?

**A:** Take J = 1 and T = −1, a population-inverted state, which a finite spectrum allows. Then βJ = −1 and w = 1/(1 + 3e) ≈ 0.11, well below one half. Yet T = −1 is less than 1/ln 3, so the right side holds and the left side fails. The version in terms of βJ handles this case correctly, since −1 is not greater than ln 3.

**Q:** So how far may I carry this back to my crystal?

**A:** As far as its pairs are isolated and isotropic. There is no magnetic field, no anisotropy and no coupling between dimers, and J is a given number that stands for the exchange interaction of the two localised electrons; nothing here computes it from their orbitals. Within that two-spin model, the formulas give exact values against which a program for thermal averages of spin Hamiltonians can be compared.
